# In doubles CI, correlated spectator pairs drive a model correlation reaction energy to zero

## Why does my reaction energy depend on molecules that do not react?

If I don't know how truncated CI treats bystanders, I can take an artefact for chemistry: I put more inert molecules around a reacting one, the correlation contribution to the reaction energy shrinks, and I start looking for a solvent effect. But in my model the pairs do not interact at all. I expected the error from the spectators to be the same before and after the reaction, and so to cancel in the difference. Why doesn't it, and how bad does it get?

## All the pairs share one square root

The spectator error does not cancel because the doubles CI energy is not a sum over pairs. Every coupling enters the same square root, so the spectators change how strongly the energy responds to the reacting pair. If each spectator has a nonzero coupling $L$, the correlation part of the reaction energy falls to zero, at least as fast as $1/\sqrt N$ for $N$ spectators.

Set the reference energy to zero. Let each pair $i$ have one double excitation, with energy $2D>0$ and coupling $g_i$ to the reference. Doubles CI keeps the reference and the configurations in which exactly one pair is excited. For a vector with reference component $x_0$ and doubles components $x_i$, the eigenvalue equations are

$$\sum_i g_i x_i = E x_0,\qquad g_i x_0+2D x_i=E x_i .$$

Write $S=\sum_i g_i^2$ and $R=\sqrt{D^2+S}$. The vector $x_0=D+R$, $x_i=-g_i$ solves both equations with $E=D-R$:

$$-S=D^2-R^2=(D-R)(D+R),\qquad g_i(D+R)-2Dg_i=(D-R)(-g_i).$$

After normalisation, the reference has weight $(D+R)/(2R)$ and double $i$ has weight $g_i^2/[2R(D+R)]$. A larger $R$ therefore leaves less weight for the reacting pair's own excitation.

No eigenvalue is lower. Suppose $E<D-R$. Then $E<2D$, so $x_0=0$ would force every $x_i=0$; hence $x_0\neq0$. Multiply the second equation by $g_i$, sum over $i$ and use the first:

$$S x_0=(E-2D)\sum_i g_i x_i=(E-2D)E\,x_0 .$$

Cancelling $x_0$ gives $(D-E)^2=D^2+S=R^2$, which contradicts $D-E>R\ge0$.

Now let the reacting pair have coupling $K$ before the reaction and $M$ after it, beside $N$ spectators with coupling $L$. For $J=K$ or $M$, put $R_J=\sqrt{D^2+J^2+NL^2}$, so that $E_N(J)=D-R_J$. The correlation part of the reaction energy is $\Delta E_N=E_N(M)-E_N(K)=R_K-R_M$, and

$$\Delta E_N\,(R_K+R_M)=R_K^2-R_M^2=K^2-M^2 .$$

For $L\ne0$ and $N\ge1$, division gives

$$\sqrt N\,\Delta E_N=\frac{K^2-M^2}{R_K/\sqrt N+R_M/\sqrt N},\qquad \frac{R_J}{\sqrt N}=\sqrt{\frac{D^2+J^2}{N}+L^2}\;\longrightarrow\;|L| .$$

Hence $\sqrt N\,\Delta E_N\to (K^2-M^2)/(2|L|)$, and multiplying by $1/\sqrt N\to0$ gives $\Delta E_N\to0$.

Two statements hold at finite $N$. Since $R_J\ge|L|\sqrt N$, the product identity gives $2|L|\sqrt N\,|\Delta E_N|\le|K^2-M^2|$. And since each new spectator with $L\neq0$ increases $R_K+R_M$ while the product stays fixed, $|\Delta E_N|$ strictly decreases whenever $K^2\ne M^2$.

For comparison, the exact energy of independent pairs is additive, so the spectators do cancel and the correlation part of the reaction energy keeps its $N=0$ value, $\sqrt{D^2+K^2}-\sqrt{D^2+M^2}$. In this non-interacting model, the loss is thus the size-consistency error of truncated CI, the same kind of error that makes CISD energy differences suspect in large systems.

## What the Lean theorems say about the pairs

`ciMatrix D g` is the matrix of the eigenvalue equations above. Its index type `Option ι` adds the reference, `none`, to the doubles `some i`. In `coupling K L N`, a second `Option` adds the reacting pair to the spectators `Fin N`. In the combined matrix, `none` is therefore the reference, `some none` the reacting pair's double and `some (some j)` the double of spectator `j`.

The letters need some care. `D` is half the double-excitation energy, and `K`, `L` and `M` are all couplings; in a minimal-basis model of H₂, the coupling is an exchange integral. `root` is $R_J$, and `ciEnergy` is $E_N$. `reactionEnergy` is only the correlation part: the change in the reference energy has to be added separately.

`ciMatrix_ground` says that, for $D>0$, the number $D-R$ belongs to the set of eigenvalues with nonzero real eigenvectors and is a lower bound of that set; this is the meaning of `IsLeast`. `ciEnergy_isLeast` specialises it to one reacting pair and $N$ spectators. The condition $D>0$ places every double above the reference.

`sqrt_mul_reactionEnergy_tendsto` is the main limit, with `atTop` standing for $N\to\infty$ and `𝓝` for the neighbourhoods of the limiting value. It assumes $L\ne0$, meaning that the spectators are themselves correlated, and places no condition on the sign of $D$. `reactionEnergy_tendsto_zero`, `reactionEnergy_bound` and `reactionEnergy_fades` state the vanishing limit, the inequality for every $N$ and the strict decrease.

The step from here to a real molecule is the assumption that its doubles CI reduces to this matrix: one double per pair, a common gap that the reaction leaves unchanged, identical spectators, and no singles or couplings between different doubles.

```lean
import Mathlib

open Filter Topology Matrix

namespace SpectatorError

noncomputable section

variable {ι : Type*} [Fintype ι] [DecidableEq ι]

/-- The doubles-CI matrix for a set of electron pairs: the reference `none` has energy zero,
the double excitation `some i` of pair `i` has energy `2 D` and couples to the reference
by `g i`. -/
def ciMatrix (D : ℝ) (g : ι → ℝ) : Matrix (Option ι) (Option ι) ℝ :=
  Matrix.of fun a b => match a, b with
    | none, none => 0
    | none, some j => g j
    | some i, none => g i
    | some i, some j => if i = j then 2 * D else 0

/-- The couplings of one reacting pair (`K`) and `N` spectator pairs (`L` each). -/
def coupling (K L : ℝ) (N : ℕ) : Option (Fin N) → ℝ
  | none => K
  | some _ => L

/-- The square root `√(D² + K² + N L²)` that enters the doubles-CI energy. -/
def root (D L K : ℝ) (N : ℕ) : ℝ := √(D ^ 2 + K ^ 2 + N * L ^ 2)

/-- The doubles-CI energy, measured from the reference energy, of a reacting pair with coupling `K`
beside `N` spectator pairs with coupling `L`. -/
def ciEnergy (D L K : ℝ) (N : ℕ) : ℝ := D - root D L K N

/-- The correlation part of the doubles-CI reaction energy (without the change in the reference
energy) when the coupling of the reacting pair changes from `K` to `M` and the `N` spectator pairs
stay as they are. -/
def reactionEnergy (D L K M : ℝ) (N : ℕ) : ℝ := ciEnergy D L M N - ciEnergy D L K N

/-- The reference component of the CI matrix acting on a vector collects the couplings to
all double excitations. -/
theorem ciMatrix_mulVec_none (D : ℝ) (g : ι → ℝ) (x : Option ι → ℝ) :
    (ciMatrix D g *ᵥ x) none = ∑ i, g i * x (some i) := by
  simp [ciMatrix, Matrix.mulVec, dotProduct, Fintype.sum_option]

/-- The component of the CI matrix action on a double excitation contains its coupling to the
reference and its own excitation energy. -/
theorem ciMatrix_mulVec_some (D : ℝ) (g : ι → ℝ) (x : Option ι → ℝ) (i : ι) :
    (ciMatrix D g *ᵥ x) (some i) = g i * x none + 2 * D * x (some i) := by
  simp [ciMatrix, Matrix.mulVec, dotProduct, Fintype.sum_option]

/-- For `D > 0` the lowest eigenvalue of the doubles-CI matrix with couplings `g i` is
`D - √(D² + ∑ g i²)`. -/
theorem ciMatrix_ground (D : ℝ) (hD : 0 < D) (g : ι → ℝ) :
    IsLeast {E : ℝ | ∃ x : Option ι → ℝ, x ≠ 0 ∧ ciMatrix D g *ᵥ x = E • x}
      (D - √(D ^ 2 + ∑ i, g i ^ 2)) := by
  have hS : 0 ≤ ∑ i, g i ^ 2 := Finset.sum_nonneg fun i _ => sq_nonneg _
  have hR2 := Real.sq_sqrt (add_nonneg (sq_nonneg D) hS)
  have hR0 := Real.sqrt_nonneg (D ^ 2 + ∑ i, g i ^ 2)
  generalize √(D ^ 2 + ∑ i, g i ^ 2) = R at hR2 hR0 ⊢
  constructor
  · -- the ground state has components D + R on the reference and -g i on the doubles
    refine ⟨fun o => o.elim (D + R) (fun i => -g i), ?_, ?_⟩
    · intro h
      have h0 : D + R = 0 := congrFun h none
      linarith
    · ext o
      cases o with
      | none =>
        rw [ciMatrix_mulVec_none]
        change ∑ i, g i * -g i = (D - R) * (D + R)
        have h : ∑ i, g i * -g i = -∑ i, g i ^ 2 := by
          rw [← Finset.sum_neg_distrib]
          exact Finset.sum_congr rfl fun i _ => by ring
        rw [h]
        linear_combination hR2
      | some i =>
        rw [ciMatrix_mulVec_some]
        change g i * (D + R) + 2 * D * -g i = (D - R) * -g i
        ring
  · rintro E ⟨x, hx, hE⟩
    by_contra hcon
    have hlt : E < D - R := not_le.mp hcon
    have h0 : ∑ i, g i * x (some i) = E * x none := by
      rw [← ciMatrix_mulVec_none D g x, hE]
      rfl
    have hi : ∀ i, g i * x none + 2 * D * x (some i) = E * x (some i) := by
      intro i
      rw [← ciMatrix_mulVec_some D g x i, hE]
      rfl
    have hne : E - 2 * D ≠ 0 := by
      intro h
      linarith
    have hx0 : x none ≠ 0 := by
      intro h
      apply hx
      ext o
      cases o with
      | none => exact h
      | some i =>
        have h1 := hi i
        rw [h] at h1
        have h2 : (E - 2 * D) * x (some i) = 0 := by linear_combination -h1
        exact (mul_eq_zero.mp h2).resolve_left hne
    -- eliminating the doubles gives the secular equation
    have key : (∑ i, g i ^ 2) * x none = ((E - 2 * D) * E) * x none := by
      calc (∑ i, g i ^ 2) * x none = ∑ i, (E - 2 * D) * (g i * x (some i)) := by
            rw [Finset.sum_mul]
            exact Finset.sum_congr rfl fun i _ => by linear_combination g i * hi i
        _ = ((E - 2 * D) * E) * x none := by
            rw [← Finset.mul_sum, h0]
            ring
    have hq := mul_right_cancel₀ hx0 key
    have hpos : 0 < (D - E - R) * (D - E + R) := mul_pos (by linarith) (by linarith)
    nlinarith

/-- For `D > 0` the energy `ciEnergy` is the lowest eigenvalue of the doubles-CI matrix of
the reacting pair and its `N` spectators. -/
theorem ciEnergy_isLeast (D L K : ℝ) (hD : 0 < D) (N : ℕ) :
    IsLeast {E : ℝ | ∃ x : Option (Option (Fin N)) → ℝ,
      x ≠ 0 ∧ ciMatrix D (coupling K L N) *ᵥ x = E • x} (ciEnergy D L K N) := by
  have h := ciMatrix_ground D hD (coupling K L N)
  have hs : ∑ i, coupling K L N i ^ 2 = K ^ 2 + N * L ^ 2 := by
    simp [Fintype.sum_option, coupling]
  rw [hs, ← add_assoc] at h
  exact h

/-- The correlation part of the reaction energy times the sum of the two square roots is `K² - M²`,
whatever the number of spectators. -/
theorem reactionEnergy_mul (D L K M : ℝ) (N : ℕ) :
    reactionEnergy D L K M N * (root D L K N + root D L M N) = K ^ 2 - M ^ 2 := by
  have hK : root D L K N ^ 2 = D ^ 2 + K ^ 2 + N * L ^ 2 := Real.sq_sqrt (by positivity)
  have hM : root D L M N ^ 2 = D ^ 2 + M ^ 2 + N * L ^ 2 := Real.sq_sqrt (by positivity)
  unfold reactionEnergy ciEnergy
  linear_combination hK - hM

/-- Divided by `√N`, the square root in the CI energy tends to `|L|` as spectators are
added. -/
theorem root_div_tendsto (D L K : ℝ) :
    Tendsto (fun N : ℕ => root D L K N / √(N : ℝ)) atTop (𝓝 |L|) := by
  have h := ((tendsto_const_div_atTop_nhds_zero_nat (D ^ 2 + K ^ 2)).add_const (L ^ 2)).sqrt
  rw [zero_add, Real.sqrt_sq_eq_abs] at h
  refine h.congr' ?_
  filter_upwards [eventually_ge_atTop 1] with N hN
  have hN0 : (0 : ℝ) < N := by exact_mod_cast hN
  rw [root, ← Real.sqrt_div' _ hN0.le]
  congr 1
  field_simp

/-- For spectators with coupling `L ≠ 0`, the correlation part of the doubles-CI reaction energy
times `√N` tends to `(K² - M²) / (2 |L|)` as the number `N` of spectators grows. -/
theorem sqrt_mul_reactionEnergy_tendsto (D L K M : ℝ) (hL : L ≠ 0) :
    Tendsto (fun N : ℕ => √(N : ℝ) * reactionEnergy D L K M N) atTop
      (𝓝 ((K ^ 2 - M ^ 2) / (2 * |L|))) := by
  have hL0 : 0 < |L| := abs_pos.mpr hL
  have hsum := (root_div_tendsto D L K).add (root_div_tendsto D L M)
  rw [← two_mul] at hsum
  have h := (tendsto_const_nhds (x := K ^ 2 - M ^ 2)).div hsum (by positivity)
  refine h.congr' ?_
  filter_upwards [eventually_ge_atTop 1] with N hN
  have hN0 : (0 : ℝ) < N := by exact_mod_cast hN
  have hs : 0 < √(N : ℝ) := Real.sqrt_pos.mpr hN0
  have hK : 0 < root D L K N := Real.sqrt_pos.mpr (by positivity)
  have hM : 0 < root D L M N := Real.sqrt_pos.mpr (by positivity)
  have hden : root D L K N / √(N : ℝ) + root D L M N / √(N : ℝ) ≠ 0 := by positivity
  -- the factor √N cancels against the rescaled roots
  change (K ^ 2 - M ^ 2) / (root D L K N / √(N : ℝ) + root D L M N / √(N : ℝ)) = _
  rw [div_eq_iff hden, ← reactionEnergy_mul D L K M N]
  field_simp

/-- For spectators with coupling `L ≠ 0`, the correlation part of the doubles-CI reaction energy
itself tends to zero as spectators are added. -/
theorem reactionEnergy_tendsto_zero (D L K M : ℝ) (hL : L ≠ 0) :
    Tendsto (fun N : ℕ => reactionEnergy D L K M N) atTop (𝓝 0) := by
  have hinv : Tendsto (fun N : ℕ => (√(N : ℝ))⁻¹) atTop (𝓝 0) :=
    tendsto_inv_atTop_zero.comp (Real.tendsto_sqrt_atTop.comp tendsto_natCast_atTop_atTop)
  have h := (sqrt_mul_reactionEnergy_tendsto D L K M hL).mul hinv
  rw [mul_zero] at h
  refine h.congr' ?_
  filter_upwards [eventually_ge_atTop 1] with N hN
  have hN0 : (0 : ℝ) < N := by exact_mod_cast hN
  have hs : √(N : ℝ) ≠ 0 := (Real.sqrt_pos.mpr hN0).ne'
  field_simp

/-- For every number `N` of spectators, the size of the correlation part of the reaction energy
times `2 |L| √N` is at most `|K² - M²|`. -/
theorem reactionEnergy_bound (D L K M : ℝ) (N : ℕ) :
    2 * |L| * √(N : ℝ) * |reactionEnergy D L K M N| ≤ |K ^ 2 - M ^ 2| := by
  have hroot : ∀ J : ℝ, |L| * √(N : ℝ) ≤ root D L J N := by
    intro J
    apply Real.le_sqrt_of_sq_le
    rw [mul_pow, sq_abs, Real.sq_sqrt (Nat.cast_nonneg N)]
    nlinarith [sq_nonneg D, sq_nonneg J]
  have hnn : 0 ≤ root D L K N + root D L M N :=
    add_nonneg (Real.sqrt_nonneg _) (Real.sqrt_nonneg _)
  rw [← reactionEnergy_mul D L K M N, abs_mul, abs_of_nonneg hnn]
  have h := mul_le_mul_of_nonneg_left (add_le_add (hroot K) (hroot M))
    (abs_nonneg (reactionEnergy D L K M N))
  linarith

/-- If `L ≠ 0` and `K² ≠ M²`, each further spectator strictly reduces the size of the correlation
part of the doubles-CI reaction energy. -/
theorem reactionEnergy_fades (D L K M : ℝ) (hL : L ≠ 0) (hKM : K ^ 2 ≠ M ^ 2) (N : ℕ) :
    |reactionEnergy D L K M (N + 1)| < |reactionEnergy D L K M N| := by
  have hroot : ∀ J : ℝ, root D L J N < root D L J (N + 1) := by
    intro J
    apply Real.sqrt_lt_sqrt (by positivity)
    have hL2 : 0 < L ^ 2 := by positivity
    push_cast
    linarith
  have hnn : ∀ n : ℕ, 0 ≤ root D L K n + root D L M n := fun n =>
    add_nonneg (Real.sqrt_nonneg _) (Real.sqrt_nonneg _)
  have habs : ∀ n : ℕ, |reactionEnergy D L K M n| * (root D L K n + root D L M n)
      = |K ^ 2 - M ^ 2| := by
    intro n
    rw [← reactionEnergy_mul D L K M n, abs_mul, abs_of_nonneg (hnn n)]
  have hne : reactionEnergy D L K M (N + 1) ≠ 0 := by
    intro h
    have h1 := reactionEnergy_mul D L K M (N + 1)
    rw [h, zero_mul] at h1
    exact hKM (by linarith)
  -- the product with the growing sum of roots is fixed, so the other factor must shrink
  by_contra hcon
  have h1 := mul_le_mul_of_nonneg_right (not_lt.mp hcon) (hnn N)
  have h2 := mul_lt_mul_of_pos_left (add_lt_add (hroot K) (hroot M)) (abs_pos.mpr hne)
  linarith [habs N, habs (N + 1)]

end

end SpectatorError
```

```lean
#print axioms SpectatorError.ciEnergy_isLeast
-- 'SpectatorError.ciEnergy_isLeast' depends on axioms: [propext, Classical.choice, Quot.sound]
#print axioms SpectatorError.reactionEnergy_tendsto_zero
-- 'SpectatorError.reactionEnergy_tendsto_zero' depends on axioms: [propext, Classical.choice, Quot.sound]
#print axioms SpectatorError.reactionEnergy_bound
-- 'SpectatorError.reactionEnergy_bound' depends on axioms: [propext, Classical.choice, Quot.sound]
#print axioms SpectatorError.reactionEnergy_fades
-- 'SpectatorError.reactionEnergy_fades' depends on axioms: [propext, Classical.choice, Quot.sound]
```

## From the eigenvector to the fading difference

`ciMatrix_mulVec_none` and `ciMatrix_mulVec_some` compute the two kinds of component of the matrix-vector product, which are the left-hand sides of the eigenvalue equations.

In `ciMatrix_ground`, `generalize` replaces the square root by a letter `R`, keeping only its square and its nonnegativity. The first half of the proof supplies the unnormalised vector $(D+R,-g_i)$ and checks it row by row. The second half assumes an eigenvalue below $D-R$. There `hx0` shows that the reference component is nonzero, `key` is the summed equation before $x_0$ is cancelled, and `hpos` states that $(D-E-R)(D-E+R)>0$. `nlinarith` then finds the contradiction with $(D-E)^2=R^2$.

`ciEnergy_isLeast` evaluates the sum of squared couplings as $K^2+NL^2$. `reactionEnergy_mul` is the rationalised difference: `linear_combination hK - hM` subtracts the two squared roots.

`root_div_tendsto` starts from $(D^2+K^2)/N\to0$, adds $L^2$ and takes the square root. The main theorem adds this limit for $K$ and for $M$, then divides the constant $K^2-M^2$ by the sum. In both proofs, `congr'` transfers the limit to the desired sequence, because the two expressions agree from $N=1$ onwards. `reactionEnergy_tendsto_zero` multiplies the main limit by $1/\sqrt N$.

For the bound, `hroot` proves $|L|\sqrt N\le R_J$. In `reactionEnergy_fades`, `hroot` instead says that the root grows with each spectator, and `habs` fixes the product of $|\Delta E_N|$ and the sum of roots. If $|\Delta E_N|$ failed to decrease, the product would have to grow, which contradicts `habs`.

## Uncoupled and unequal spectators

Without $L\ne0$ the fading can fail. Take $L=0$, $D=3/4$, $K=1$ and $M=0$. Then $\Delta E_N=5/4-3/4=1/2$ for every $N$, and $\sqrt N\,\Delta E_N$ diverges. Spectators without correlation of their own leave the reaction energy alone.

The same argument, here given only in prose, handles spectators with different couplings $g_1,\dots,g_N$. Put $S_N=\sum_{j=1}^N g_j^2$ in place of $NL^2$. If $S_N\to\infty$, both roots divided by $\sqrt{S_N}$ tend to 1, so $\sqrt{S_N}\,\Delta E_N\to(K^2-M^2)/2$. What matters is the total squared coupling of the spectators, and their number enters only through it.
